# The hard region of an analytically regularised two-mass integral sums to −T(a)/(M² − m²), with T(a) the heavy-mass integral

Take the Euclidean radial integral of k^(1−2a)/((k² + m²)(k² + M²)) over k from 0 to ∞, with masses 0 < m < M and a complex regulator a that is not an integer. Its hard region is obtained by expanding the light propagator 1/(k² + m²) in powers of m²/k² and integrating term by term with analytic continuation in a, which leaves integrals containing only the mass M. The theorem `hard_region` says that the series of these terms converges to −T(a)/(M² − m²). Here T(a) = π M^(−2a)/(2 sin πa) is the analytically continued integral of k^(1−2a)/(k² + M²) over the same range. The file takes this closed form as a definition and does not derive it from the integral. The Lean statement allows every a; at integers both sides are zero because Lean sets division by zero to zero. The proof multiplies the geometric expansion of 1/(−m² + M²) by −T(a), then matches it to the hard region term by term with the shift relation `tadpole_sub_nat`.

As first written in Lean, the proof fails:

```lean
import Mathlib

open MeasureTheory Set
open scoped Real

namespace HardRegion

noncomputable section

/-- The analytically regularised one-scale integral of `k^(1-2a)/(k²+μ²)`,
for `μ > 0` and complex `a` that is not an integer. -/
def tadpole (μ : ℝ) (a : ℂ) : ℂ :=
  π / (2 * Complex.sin (π * a)) * (μ : ℂ) ^ (-2 * a)

/-- Term `n` of the hard region, for `M > 0` and `a` not an integer: the light propagator is
expanded in `m²/k²`, and the remaining integral has the heavy mass only. -/
def hardTerm (m M : ℝ) (a : ℂ) (n : ℕ) : ℂ :=
  (-1) ^ n * ((m : ℂ) ^ 2) ^ n * tadpole M (a + n + 1)

/-- For `μ > 0` and `a` not an integer, inserting `n` extra powers of `k²` in the numerator
multiplies the regularised one-scale integral by `(-μ²)^n`. -/
theorem tadpole_sub_nat {μ : ℝ} (hμ : 0 < μ) (a : ℂ) (n : ℕ) :
    tadpole μ (a - n) = (-(μ : ℂ) ^ 2) ^ n * tadpole μ a := by
  have step : ∀ b : ℂ, tadpole μ (b - 1) = -(μ : ℂ) ^ 2 * tadpole μ b := by
    intro b
    have hs : Complex.sin (π * (b - 1)) = -Complex.sin (π * b) := by
      rw [mul_sub, mul_one, Complex.sin_sub_pi]
    have he : -2 * (b - 1) = -2 * b + ((2 : ℕ) : ℂ) := by push_cast; ring
    rw [tadpole, tadpole, hs, he, Complex.cpow_add _ _ (Complex.ofReal_ne_zero.2 hμ.ne'),
      Complex.cpow_natCast]
    ring
  induction n with
  | zero => simp
  | succ n ih =>
    have h : a - ((n + 1 : ℕ) : ℂ) = a - n - 1 := by push_cast; ring
    rw [h, step, ih]
    ring

/-- Expansion of a propagator `1/(x+y)` in powers of the smaller of its two terms,
for `‖x‖ < ‖y‖`. -/
theorem propagator_expansion {x y : ℂ} (h : ‖x‖ < ‖y‖) :
    HasSum (fun n : ℕ => (-1) ^ n * x ^ n / y ^ (n + 1)) (1 / (x + y)) := by
  have hy' : 0 < ‖y‖ := (norm_nonneg x).trans_lt h
  have hy : y ≠ 0 := norm_pos_iff.1 hy'
  have hxy : x + y ≠ 0 := by
    intro h0
    rw [eq_neg_of_add_eq_zero_left h0, norm_neg] at h
    exact lt_irrefl _ h
  have hr : ‖-x / y‖ < 1 := by
    rw [norm_div, norm_neg, div_lt_one hy']
    exact h
  convert (hasSum_geometric_of_norm_lt_one hr).mul_left (1 / y) using 1
  · rfl
  · funext n
    rw [div_pow, neg_pow x n, pow_succ]
    ring
  · have e : 1 - -x / y = (x + y) / y := by field_simp; ring
    rw [e, inv_div]
    field_simp

/-- For `0 < m < M` and `a` not an integer, the hard region sums to minus the heavy-mass one-scale
integral divided by `M² - m²`. -/
theorem hard_region {m M : ℝ} (hm : 0 < m) (hmM : m < M) (a : ℂ) :
    HasSum (hardTerm m M a) (-tadpole M a / ((M : ℂ) ^ 2 - (m : ℂ) ^ 2)) := by
  have hM : 0 < M := hm.trans hmM
  have hn : ‖-(m : ℂ) ^ 2‖ < ‖(M : ℂ) ^ 2‖ := by
    rw [norm_neg, norm_pow, norm_pow, Complex.norm_real, Complex.norm_real,
      Real.norm_of_nonneg hm.le, Real.norm_of_nonneg hM.le]
    exact pow_lt_pow_left₀ hmM hm.le two_ne_zero
  have aux : ∀ s r Q X : ℂ, s * s = 1 → Q ≠ 0 →
      s * r * X = s * (s * r) / Q * -(s * (-1) * Q * X) := by
    intro s r Q X hs hQ
    have e : s * (s * r) / Q * -(s * (-1) * Q * X) = (s * s) * (s * r * X) := by
      field_simp <;> ring
    rw [e, hs, one_mul]
  convert (propagator_expansion hn).mul_right (-tadpole M a) using 1
  · funext n
    -- relate the shifted heavy integral to the unshifted one
    have hs := tadpole_sub_nat hM (a + n + 1) (n + 1)
    rw [show a + n + 1 - ((n + 1 : ℕ) : ℂ) = a by push_cast; ring] at hs
    have hone : (-1 : ℂ) ^ n * (-1) ^ n = 1 := by rw [← mul_pow]; simp
    have hQ : ((M : ℂ) ^ 2) ^ (n + 1) ≠ 0 :=
      pow_ne_zero _ (pow_ne_zero _ (Complex.ofReal_ne_zero.2 hM.ne'))
    rw [hardTerm, hs, neg_pow ((m : ℂ) ^ 2) n, neg_pow ((M : ℂ) ^ 2) (n + 1),
      pow_succ (-1 : ℂ) n]
    exact aux _ _ _ _ hone hQ
  · rw [show -(m : ℂ) ^ 2 + (M : ℂ) ^ 2 = (M : ℂ) ^ 2 - (m : ℂ) ^ 2 by ring]
    ring

end

end HardRegion
```

Compiling this gives:

```
Main.lean:77:4: error: Tactic `apply` failed: could not unify the conclusion of `@funext`
  ?f = ?g
with the goal
  Complex.instAddCommMonoid =
    Complex.instNonUnitalCommRing.toNonUnitalNonAssocCommRing.toNonUnitalNonAssocSemiring.toAddCommMonoid

Note: The full type of `@funext` is
  ∀ {α : Sort ?u.171} {β : α → Sort ?u.170} {f g : (x : α) → β x}, (∀ (x : α), f x = g x) → f = g

case e'_3
m M : ℝ
hm : 0 < m
hmM : m < M
a : ℂ
hM : 0 < M
hn : ‖-↑m ^ 2‖ < ‖↑M ^ 2‖
aux : ∀ (s r Q X : ℂ), s * s = 1 → Q ≠ 0 → s * r * X = s * (s * r) / Q * -(s * -1 * Q * X)
⊢ Complex.instAddCommMonoid =
    Complex.instNonUnitalCommRing.toNonUnitalNonAssocCommRing.toNonUnitalNonAssocSemiring.toAddCommMonoid
Main.lean:87:8: error: Tactic `rewrite` failed: Did not find an occurrence of the pattern
  -↑m ^ 2 + ↑M ^ 2
in the target expression
  hardTerm m M a = fun i => (-1) ^ i * (-↑m ^ 2) ^ i / (↑M ^ 2) ^ (i + 1) * -tadpole M a

case e'_5
m M : ℝ
hm : 0 < m
hmM : m < M
a : ℂ
hM : 0 < M
hn : ‖-↑m ^ 2‖ < ‖↑M ^ 2‖
aux : ∀ (s r Q X : ℂ), s * s = 1 → Q ≠ 0 → s * r * X = s * (s * r) / Q * -(s * -1 * Q * X)
⊢ hardTerm m M a = fun i => (-1) ^ i * (-↑m ^ 2) ^ i / (↑M ^ 2) ^ (i + 1) * -tadpole M a
Main.lean:64:76: error: unsolved goals
case e'_6
m M : ℝ
hm : 0 < m
hmM : m < M
a : ℂ
hM : 0 < M
hn : ‖-↑m ^ 2‖ < ‖↑M ^ 2‖
aux : ∀ (s r Q X : ℂ), s * s = 1 → Q ≠ 0 → s * r * X = s * (s * r) / Q * -(s * -1 * Q * X)
⊢ -tadpole M a / (↑M ^ 2 - ↑m ^ 2) = 1 / (-↑m ^ 2 + ↑M ^ 2) * -tadpole M a
```

This version goes through:

```diff
@@ -72,7 +72,8 @@
     intro s r Q X hs hQ
     have e : s * (s * r) / Q * -(s * (-1) * Q * X) = (s * s) * (s * r * X) := by
-      field_simp <;> ring
+      field_simp
     rw [e, hs, one_mul]
   convert (propagator_expansion hn).mul_right (-tadpole M a) using 1
+  · rfl
   · funext n
     -- relate the shifted heavy integral to the unshifted one
```

`convert ... using 1` leaves three goals, but the proof has only two bullets. The first goal asks that two additive commutative monoid structures on ℂ be equal: `Complex.instAddCommMonoid` and the one obtained from the ring structure. The bullet written for the terms of the series lands on this goal, and `funext` fails because the goal is not an equality of functions.

The second bullet, meant for the value of the sum, then gets the equality of terms, where `rw` finds no `-↑m ^ 2 + ↑M ^ 2`. The equality of values has no bullet left and is reported as unsolved.

The added `· rfl` closes the first goal, since the two structures are equal by definition, and each later bullet then meets the goal it was written for. Replacing `field_simp <;> ring` with `field_simp` is mere tidying: `field_simp` already closes that goal, so `ring` had nothing to act on.
